# The average potential of alternating charged planes converges exactly when the interface plane carries half a plane charge

The interface is modelled as a half-infinite stack of rigid, uniformly charged planes at unit spacing, with no field in front of the first plane. Even in the favourable case, nonzero plane charges keep the potential oscillating from plane to plane, so its offset is defined as the limit of a running average over planes, not as the limit of the potential itself.

```lean
import Mathlib

open Filter Topology

namespace PolarInterface

noncomputable section
```

Plane $0$ carries a charge $a$, left free, and plane $k\ge 1$ carries $c_k=(-1)^k s$. Both $a$ and $s$ are real numbers standing for charge per area. Taking $a=s$ gives the abrupt termination; $a=s/2$ represents a mixed plane, averaged laterally.

```lean
/-- Charge of plane `k`: the interface plane carries `a`, and the planes behind it
alternate as `(-1)^k s`. -/
def planeCharge (a s : ℝ) (k : ℕ) : ℝ := if k = 0 then a else (-1) ^ k * s
```

By Gauss's law, the field behind plane $n$ is the charge accumulated so far, $F_n=\sum_{k=0}^n c_k$, with $c_0=a$.

```lean
/-- Field behind plane `n`: the total charge of planes `0` to `n`, in reduced units. -/
def planeField (a s : ℝ) (n : ℕ) : ℝ := ∑ k ∈ Finset.range (n + 1), planeCharge a s k
```

The field $F_n$ acts across the gap between planes $n$ and $n+1$, so summing once more gives $U_n=\sum_{j=0}^n F_j$, the potential at plane $n+1$ measured from plane $0$. For spacing $d$ and permittivity $\varepsilon$, the physical potential is $-d/\varepsilon$ times this number.

```lean
/-- Potential at plane `n + 1` relative to plane `0`: the sum of the fields at unit plane spacing,
with the electrostatic sign absorbed in the units. -/
def potential (a s : ℝ) (n : ℕ) : ℝ := ∑ j ∈ Finset.range (n + 1), planeField a s j
```

The running average is $M_N=\frac{1}{N+1}\sum_{n=0}^N U_n$.

```lean
/-- Running average of the potential over planes `1` to `N + 1`, relative to plane `0`. -/
def meanPotential (a s : ℝ) (N : ℕ) : ℝ :=
  (∑ n ∈ Finset.range (N + 1), potential a s n) / ((N : ℝ) + 1)
```

## A ramp set by the interface charge

Write $\delta=a-s/2$. The field is
$$F_n=\delta+(-1)^n\frac{s}{2}.$$
At $n=0$ this is $a$. Adding the next charge, $-(-1)^n s$, turns $(-1)^n s/2$ into $-(-1)^n s/2$, which is the formula at $n+1$. The Lean induction splits off the last term of the sum in the same way, and `ring` does the algebra.

```lean
/-- The field is a constant `a - s/2` plus an alternating part of amplitude `s/2`. -/
theorem planeField_eq (a s : ℝ) (n : ℕ) :
    planeField a s n = a - s / 2 + (-1) ^ n * s / 2 := by
  induction n with
  | zero =>
    have h : planeField a s 0 = a := by simp [planeField, planeCharge]
    rw [h, pow_zero]
    ring
  | succ n ih =>
    have h : planeField a s (n + 1) = planeField a s n + planeCharge a s (n + 1) :=
      Finset.sum_range_succ _ _
    rw [h, ih, planeCharge, if_neg (Nat.succ_ne_zero n)]
    ring
```

The constant part of the field accumulates into a ramp:
$$U_n=(n+1)\delta+\frac{s}{4}\bigl(1+(-1)^n\bigr).$$
At $n=0$ both sides equal $a$. Adding $F_{n+1}=\delta-(-1)^n s/2$ lengthens the ramp by $\delta$ and changes the second term to $\frac{s}{4}(1-(-1)^n)$, as required.

```lean
/-- The potential is a linear ramp of slope `a - s/2` plus a bounded oscillation. -/
theorem potential_eq (a s : ℝ) (n : ℕ) :
    potential a s n = ((n : ℝ) + 1) * (a - s / 2) + s / 4 * (1 + (-1) ^ n) := by
  induction n with
  | zero =>
    have h : potential a s 0 = planeField a s 0 := by simp [potential]
    rw [h, planeField_eq]
    push_cast
    ring
  | succ n ih =>
    have h : potential a s (n + 1) = potential a s n + planeField a s (n + 1) :=
      Finset.sum_range_succ _ _
    rw [h, ih, planeField_eq]
    push_cast
    ring
```

For the average, use $\sum_{n=0}^N(n+1)=(N+1)(N+2)/2$ and $\sum_{n=0}^N(-1)^n=(1+(-1)^N)/2$. Division by $N+1$ gives
$$M_N=\frac{N+2}{2}\,\delta+\frac{s}{4}+R_N,\qquad R_N=\frac{s\,(1+(-1)^N)}{8(N+1)}.$$
The code proves the undivided sum by induction, then divides.

```lean
/-- The running average is a linear ramp, plus `s/4`, plus a remainder with
denominator `N + 1`. -/
theorem meanPotential_eq (a s : ℝ) (N : ℕ) :
    meanPotential a s N = ((N : ℝ) + 2) / 2 * (a - s / 2) + s / 4
      + s / 8 * (1 + (-1) ^ N) / ((N : ℝ) + 1) := by
  have hsum : ∑ n ∈ Finset.range (N + 1), potential a s n
      = ((N : ℝ) + 1) * (((N : ℝ) + 2) / 2 * (a - s / 2) + s / 4)
        + s / 8 * (1 + (-1) ^ N) := by
    induction N with
    | zero =>
      rw [Finset.sum_range_succ, Finset.sum_range_zero, potential_eq]
      push_cast
      ring
    | succ N ih =>
      rw [Finset.sum_range_succ, ih, potential_eq]
      push_cast
      ring
  have hN : (N : ℝ) + 1 ≠ 0 := by positivity
  rw [meanPotential, hsum, add_div, mul_div_cancel_left₀ _ hN]
```

The remainder is zero for odd $N$ and has size $|s|/(4(N+1))$ for even $N$, so $R_N\to0$. Lean treats the two parities separately and squeezes the remainder beneath a multiple of $1/(N+1)$.

```lean
/-- The oscillating remainder of the running average vanishes far from the interface. -/
theorem remainder_tendsto (s : ℝ) :
    Tendsto (fun N : ℕ => s / 8 * (1 + (-1) ^ N) / ((N : ℝ) + 1)) atTop (𝓝 0) := by
  have hlim : Tendsto (fun N : ℕ => |s / 4| * (1 / ((N : ℝ) + 1))) atTop (𝓝 0) := by
    simpa using (tendsto_one_div_add_atTop_nhds_zero_nat (𝕜 := ℝ)).const_mul |s / 4|
  refine squeeze_zero_norm (fun N => ?_) hlim
  have hp : 0 < (N : ℝ) + 1 := by positivity
  rcases neg_one_pow_eq_or ℝ N with h | h
  · have e : s / 8 * (1 + 1) / ((N : ℝ) + 1) = s / 4 * (1 / ((N : ℝ) + 1)) := by ring
    exact le_of_eq (by
      rw [h, e, Real.norm_eq_abs, abs_mul, abs_of_pos (one_div_pos.mpr hp)])
  · have e : s / 8 * (1 + -1) / ((N : ℝ) + 1) = 0 := by ring
    rw [h, e, norm_zero]
    positivity
```

## Which interface charge gives a finite offset

If $M_N\to L$, then $M_N-R_N\to L$ too, and its successive differences tend to zero. But each difference equals $\delta/2$, so $\delta=0$ and $a=s/2$. What remains is $M_N=s/4+R_N\to s/4$, and uniqueness of limits gives $L=s/4$. The same expression proves the converse.

In the statement, `Tendsto (meanPotential a s) atTop (𝓝 L)` says that $M_N\to L$ as $N\to\infty$.

```lean
/-- The running average of the potential converges to `L` exactly when the interface plane
carries half a plane charge, `a = s/2`, and `L = s/4`. -/
theorem meanPotential_tendsto_iff (a s L : ℝ) :
    Tendsto (meanPotential a s) atTop (𝓝 L) ↔ a = s / 2 ∧ L = s / 4 := by
  -- the half-charged plane removes the ramp
  have hhalf : Tendsto (meanPotential (s / 2) s) atTop (𝓝 (s / 4)) := by
    have h := (remainder_tendsto s).const_add (s / 4)
    rw [add_zero] at h
    refine h.congr (fun N => ?_)
    rw [meanPotential_eq]
    ring
  constructor
  · intro hL
    -- without the remainder, successive averages differ by a constant
    have h1 := hL.sub (remainder_tendsto s)
    have h2 := (h1.comp (tendsto_add_atTop_nat 1)).sub h1
    have h3 : Tendsto (fun _ : ℕ => (a - s / 2) / 2) atTop (𝓝 (L - 0 - (L - 0))) := by
      refine h2.congr (fun N => ?_)
      simp only [Function.comp_apply, meanPotential_eq]
      push_cast
      ring
    have h4 := tendsto_nhds_unique tendsto_const_nhds h3
    have ha : a = s / 2 := by linarith
    subst ha
    exact ⟨rfl, tendsto_nhds_unique hL hhalf⟩
  · rintro ⟨rfl, rfl⟩
    exact hhalf
```

The same criterion decides whether the potential itself stays bounded. At even indices
$$U_{2m}=(2m+1)\delta+\frac{s}{2},$$
so a bound $|U_n|\le B$ would give $(2m+1)|\delta|\le B+|s/2|$ for every $m$. If $\delta\ne0$, a large enough $m$ violates this. If $\delta=0$, the potential alternates between $s/2$ and $0$, and $|s/2|$ is a bound.

```lean
/-- The potential stays bounded exactly when the interface plane carries half a plane
charge. -/
theorem potential_bounded_iff (a s : ℝ) :
    (∃ B : ℝ, ∀ n, |potential a s n| ≤ B) ↔ a = s / 2 := by
  constructor
  · rintro ⟨B, hB⟩
    by_contra hne
    have hd : 0 < |a - s / 2| := abs_pos.mpr (sub_ne_zero.mpr hne)
    obtain ⟨m, hm⟩ := exists_nat_gt ((B + |s / 2|) / |a - s / 2|)
    rw [div_lt_iff₀ hd] at hm
    -- at even indices the potential is an affine function of `m`
    have he : potential a s (2 * m) = (2 * (m : ℝ) + 1) * (a - s / 2) + s / 2 := by
      rw [potential_eq, pow_mul, neg_one_sq, one_pow]
      push_cast
      ring
    have h1 := hB (2 * m)
    rw [he] at h1
    have h2 := abs_add_le ((2 * (m : ℝ) + 1) * (a - s / 2) + s / 2) (-(s / 2))
    have hpos : 0 < 2 * (m : ℝ) + 1 := by positivity
    rw [add_neg_cancel_right, abs_neg, abs_mul, abs_of_pos hpos] at h2
    have h3 : 0 ≤ (m : ℝ) * |a - s / 2| := by positivity
    nlinarith
  · rintro rfl
    refine ⟨|s / 2|, fun n => ?_⟩
    rw [potential_eq]
    rcases neg_one_pow_eq_or ℝ n with h | h
    · exact le_of_eq (by rw [h]; congr 1; ring)
    · have e : ((n : ℝ) + 1) * (s / 2 - s / 2) + s / 4 * (1 + -1) = 0 := by ring
      rw [h, e, abs_zero]
      exact abs_nonneg _
```

For the abrupt termination, boundedness would require $s=s/2$, hence $s=0$.

```lean
/-- An abrupt interface, whose first plane carries the full nonzero charge `s`, has an
unbounded potential. -/
theorem abrupt_unbounded {s : ℝ} (hs : s ≠ 0) :
    ¬ ∃ B : ℝ, ∀ n, |potential s s n| ≤ B := by
  rw [potential_bounded_iff]
  intro h
  exact hs (by linarith)
```

Reversing the sign of every charge in the mixed stack reverses its offset. For $s\ne0$ the values $s/4$ and $-s/4$ differ, so in this fixed-charge model the band alignment depends on which mixed interface is formed. Apart from what a uniform permittivity $\varepsilon$ can represent, electronic screening and atomic relaxation, which alter the offset of a real junction, are absent.

```lean
/-- Two mixed interfaces with opposite nonzero plane charges have average potentials
tending to opposite, distinct values `s/4` and `-s/4`. -/
theorem mixed_opposite_offsets {s : ℝ} (hs : s ≠ 0) :
    Tendsto (meanPotential (s / 2) s) atTop (𝓝 (s / 4)) ∧
    Tendsto (meanPotential (-s / 2) (-s)) atTop (𝓝 (-(s / 4))) ∧
    s / 4 ≠ -(s / 4) := by
  refine ⟨(meanPotential_tendsto_iff _ _ _).mpr ⟨rfl, rfl⟩,
    (meanPotential_tendsto_iff _ _ _).mpr ⟨rfl, by ring⟩, fun h => hs (by linarith)⟩

end

end PolarInterface
```

```lean
#print axioms PolarInterface.meanPotential_tendsto_iff
#print axioms PolarInterface.abrupt_unbounded
#print axioms PolarInterface.mixed_opposite_offsets
```

```
'PolarInterface.meanPotential_tendsto_iff' depends on axioms: [propext, Classical.choice, Quot.sound]
'PolarInterface.abrupt_unbounded' depends on axioms: [propext, Classical.choice, Quot.sound]
'PolarInterface.mixed_opposite_offsets' depends on axioms: [propext, Classical.choice, Quot.sound]
```

## Double integration in an interface calculation

In a supercell calculation the planar average of the total charge density, ions and electrons together, plays the part of $c_k$. Integrating it twice and multiplying by $-1/\varepsilon_0$, with $\varepsilon_0$ the vacuum permittivity, gives the electrostatic potential up to a linear function fixed by the boundary conditions, and smoothing over a lattice period removes the bulk oscillation before the levels on the two sides are compared. In the discrete model, two cumulative sums followed by an average over two neighbouring planes already give $s/4$ when $a=s/2$. A slope that survives the smoothing in the bulk-like regions, away from the interface, signals a residual field, and the offset then depends on where the levels are read.
